# A NO_SQUISH free-rotor substep conserves quaternion norm and angular momentum

When a rigid-body integrator lets the orientation quaternion q drift in length, the molecule can change size. The rotation-matrix formula with diagonal entries such as q0² + q1² − q2² − q3² gives |q|² times a rotation, so with it |q| = 1.001 stretches every site distance by the factor 1.002001. A drift in ⟨p,q⟩, where p is the momentum conjugate to q, gives p a component that belongs to no rotation. An error in the remaining products ⟨p,P_k q⟩, defined below, is an error in the angular momentum.

## Four quantities kept by one turn

NO_SQUISH splits free rotation into turns about one principal axis at a time. Number the axes k = 0, 1, 2, as the Lean file does, and let e_0, e_1, e_2 be the three imaginary quaternion units, with e_0 e_1 = e_2 and cyclically. Treat p and q as vectors in R⁴ with Euclidean product ⟨p,q⟩, and define

P_k q = q e_k
R = cos z + sin z P_k

Replacing (p, q) by (Rp, Rq) preserves, for every real angle z,

|q|, ⟨p,q⟩, ⟨p,P_k q⟩ and Σ_j ⟨p,P_j q⟩².

Let q carry a body-frame vector v, written as an imaginary quaternion, to the space-frame vector q v q̄, where q̄ is the quaternion conjugate of q. Then for |q| = 1, ⟨p,P_j q⟩ is twice the body-frame angular momentum about axis j, so the sum is four times its squared magnitude.

## Renormalisation and drift checks

In exact arithmetic, a torque-free rotor step built from these turns needs no renormalisation of q. A code can therefore log |q|, ⟨p,q⟩ and Σ_j ⟨p,P_j q⟩² for a single free rotor: drift beyond rounding level points to a faulty update. The single product ⟨p,P_k q⟩ can be checked across a turn about axis k, but not across a full step, which generally changes it.

Both vectors must receive the same turn. Take q = 1, p = e_0, k = 0 and z = π/2, and turn only q. Then q becomes e_0, ⟨p,q⟩ jumps from 0 to 1, and both ⟨p,P_0 q⟩ and the sum of squares fall from 1 to 0. Only |q| survives. In the integrator the angle z is itself proportional to ⟨p,P_k q⟩, so it should be computed once, before either vector is overwritten.

## Derivation from quaternion multiplication

In components, with q = (q0, q1, q2, q3),

P_0 q = (−q1, q0, q3, −q2)
P_1 q = (−q2, −q3, q0, q1)
P_2 q = (−q3, q2, −q1, q0)

From these one reads off

⟨P_k p,P_k q⟩ = ⟨p,q⟩
⟨P_k p,q⟩ = −⟨p,P_k q⟩
P_k P_k q = −q

The mixed terms therefore cancel in

⟨Rp,Rq⟩ = cos²z ⟨p,q⟩ + sin z cos z (⟨p,P_k q⟩ + ⟨P_k p,q⟩) + sin²z ⟨P_k p,P_k q⟩ = ⟨p,q⟩.

Setting p = q gives the norm. Since P_k commutes with R,

⟨Rp,P_k Rq⟩ = ⟨Rp,R P_k q⟩ = ⟨p,P_k q⟩.

For the sum, antisymmetry gives ⟨q,P_j q⟩ = 0. For j ≠ l,

⟨P_j q,P_l q⟩ = −⟨q,P_j P_l q⟩ = −⟨q,q e_l e_j⟩ = 0,

because e_l e_j is plus or minus the third unit. So q, P_0 q, P_1 q and P_2 q are orthogonal and have equal length. Expanding p in them for q ≠ 0 gives

Σ_j ⟨p,P_j q⟩² = |p|²|q|² − ⟨p,q⟩²,

which also holds for q = 0. Everything on the right is conserved.

The other two body components mix. Write Rq = qu with u = cos z + sin z e_k, let ū be the quaternion conjugate of u, and count axes cyclically. Since e_(k+1) ū = u e_(k+1),

u e_(k+1) ū = u² e_(k+1) = cos 2z e_(k+1) + sin 2z e_(k+2),

and similarly

u e_(k+2) ū = cos 2z e_(k+2) − sin 2z e_(k+1).

As ⟨pu,x⟩ = ⟨p,xū⟩, the two products rotate into each other by 2z. Left multiplication, in contrast, commutes with the turn: e_j(qu) = (e_j q)u. Hence each ⟨p,e_j q⟩, twice a space-frame angular momentum component for |q| = 1, is conserved.

For the dynamics, let b = 1/(4I_k), with I_k the moment of inertia. The one-axis energy (b/2)⟨p,P_k q⟩² gives

q′ = b⟨p,P_k q⟩ P_k q
p′ = b⟨p,P_k q⟩ P_k p

With w = b⟨p,P_k q⟩ taken at the start and z = tw, differentiation gives

d(Rq)/dt = w(−sin z q + cos z P_k q) = w P_k Rq,

and likewise for p. Because ⟨p,P_k q⟩ is conserved, w stays correct at all times. Composing such substeps preserves every quantity that each of them preserves, whatever their angles.

## The Lean file

```lean
import Mathlib

open scoped Quaternion

namespace NoSquish

noncomputable section

/-- The three imaginary quaternion units, one for each principal axis. -/
def e : Fin 3 → ℍ[ℝ] := ![⟨0, 1, 0, 0⟩, ⟨0, 0, 1, 0⟩, ⟨0, 0, 0, 1⟩]

/-- The operator `P_k`: right multiplication by the `k`-th quaternion unit. -/
def P (k : Fin 3) (q : ℍ[ℝ]) : ℍ[ℝ] := q * e k

/-- The Euclidean scalar product of two quaternions regarded as vectors in R^4. -/
def dot (p q : ℍ[ℝ]) : ℝ :=
  p.re * q.re + p.imI * q.imI + p.imJ * q.imJ + p.imK * q.imK

/-- The map `cos z + sin z P_k` on quaternions. -/
def turn (k : Fin 3) (z : ℝ) (q : ℍ[ℝ]) : ℍ[ℝ] :=
  Real.cos z • q + Real.sin z • P k q

/-- The four components of the quaternion units. -/
theorem e_apply (k : Fin 3) :
    (e k).re = 0 ∧ (e k).imI = ![1, 0, 0] k ∧ (e k).imJ = ![0, 1, 0] k ∧
      (e k).imK = ![0, 0, 1] k := by
  fin_cases k <;> exact ⟨rfl, rfl, rfl, rfl⟩

/-- The quaternion norm is the Euclidean length in R^4. -/
theorem norm_eq_sqrt_dot (q : ℍ[ℝ]) : ‖q‖ = √(dot q q) := by
  have h : dot q q = ‖q‖ * ‖q‖ := by
    rw [← Quaternion.normSq_eq_norm_mul_self, Quaternion.normSq_def', dot]
    ring
  rw [h, Real.sqrt_mul_self (norm_nonneg q)]

/-- Turning two vectors by the same angle about the same axis preserves their scalar product. -/
theorem dot_turn (k : Fin 3) (z : ℝ) (p q : ℍ[ℝ]) :
    dot (turn k z p) (turn k z q) = dot p q := by
  have h := Real.sin_sq_add_cos_sq z
  fin_cases k <;> simp [dot, turn, P, e_apply, Quaternion.re_mul, Quaternion.imI_mul,
      Quaternion.imJ_mul, Quaternion.imK_mul] <;>
    linear_combination
      (p.re * q.re + p.imI * q.imI + p.imJ * q.imJ + p.imK * q.imK) * h

/-- `P_k` commutes with the turn about axis `k`. -/
theorem P_turn (k : Fin 3) (z : ℝ) (q : ℍ[ℝ]) :
    P k (turn k z q) = turn k z (P k q) := by
  simp [turn, P, add_mul]

/-- The squares of the three products `⟨p, P_j q⟩` add up to `|p|²|q|² - ⟨p, q⟩²`. -/
theorem sum_sq_eq (p q : ℍ[ℝ]) :
    ∑ j, (dot p (P j q)) ^ 2 = dot p p * dot q q - (dot p q) ^ 2 := by
  simp [Fin.sum_univ_three, dot, P, e_apply, Quaternion.re_mul, Quaternion.imI_mul,
    Quaternion.imJ_mul, Quaternion.imK_mul]
  ring

/-- The NO_SQUISH substep preserves the norm of `q`, the product `⟨p, q⟩`, the product
`⟨p, P_k q⟩` and the sum of all `⟨p, P_j q⟩²`, for any angle. -/
theorem turn_invariants (k : Fin 3) (z : ℝ) (p q : ℍ[ℝ]) :
    ‖turn k z q‖ = ‖q‖ ∧
    dot (turn k z p) (turn k z q) = dot p q ∧
    dot (turn k z p) (P k (turn k z q)) = dot p (P k q) ∧
    ∑ j, (dot (turn k z p) (P j (turn k z q))) ^ 2 = ∑ j, (dot p (P j q)) ^ 2 := by
  refine ⟨?_, dot_turn k z p q, ?_, ?_⟩
  · rw [norm_eq_sqrt_dot, norm_eq_sqrt_dot, dot_turn]
  · rw [P_turn, dot_turn]
  · simp only [sum_sq_eq, dot_turn]

/-- The two products `⟨p, P_j q⟩` belonging to the other axes rotate into each other by
twice the angle of the substep. -/
theorem other_axes_rotate (k : Fin 3) (z : ℝ) (p q : ℍ[ℝ]) :
    dot (turn k z p) (P (k + 1) (turn k z q)) =
      Real.cos (2 * z) * dot p (P (k + 1) q) + Real.sin (2 * z) * dot p (P (k + 2) q) ∧
    dot (turn k z p) (P (k + 2) (turn k z q)) =
      Real.cos (2 * z) * dot p (P (k + 2) q) - Real.sin (2 * z) * dot p (P (k + 1) q) := by
  rw [Real.cos_two_mul', Real.sin_two_mul]
  fin_cases k <;> refine ⟨?_, ?_⟩ <;> simp [dot, turn, P, e_apply, Quaternion.re_mul,
    Quaternion.imI_mul, Quaternion.imJ_mul, Quaternion.imK_mul] <;> ring

/-- The products of `p` with the left multiples `e_j q`, which belong to the space-fixed axes,
are all preserved by the substep. -/
theorem space_frame_invariant (j k : Fin 3) (z : ℝ) (p q : ℍ[ℝ]) :
    dot (turn k z p) (e j * turn k z q) = dot p (e j * q) := by
  -- left and right multiplications commute
  have h : e j * turn k z q = turn k z (e j * q) := by
    simp [turn, P, mul_add, mul_assoc]
  rw [h, dot_turn]

/-- With angle `t b ⟨p, P_k q⟩` the substep solves the equations of motion
`q' = b ⟨p, P_k q⟩ P_k q` and `p' = b ⟨p, P_k q⟩ P_k p` exactly at all times. -/
theorem turn_solves_motion (b : ℝ) (k : Fin 3) (p q : ℍ[ℝ]) (t : ℝ) :
    let w := b * dot p (P k q)
    let pt := fun s : ℝ => turn k (s * w) p
    let qt := fun s : ℝ => turn k (s * w) q
    HasDerivAt qt ((b * dot (pt t) (P k (qt t))) • P k (qt t)) t ∧
    HasDerivAt pt ((b * dot (pt t) (P k (qt t))) • P k (pt t)) t := by
  intro w pt qt
  have hPP : ∀ r : ℍ[ℝ], P k (P k r) = -r := by
    intro r
    fin_cases k <;> ext <;> simp [P, e_apply, Quaternion.re_mul, Quaternion.imI_mul,
      Quaternion.imJ_mul, Quaternion.imK_mul]
  have hd : ∀ r : ℍ[ℝ],
      HasDerivAt (fun s : ℝ => turn k (s * w) r) (w • P k (turn k (t * w) r)) t := by
    intro r
    have h := (hasDerivAt_id' t).mul_const w
    refine ((h.cos.smul_const r).fun_add (h.sin.smul_const (P k r))).congr_deriv ?_
    rw [P_turn, turn, hPP]
    module
  -- the rate `w` of the turning angle is constant along the motion
  have hw : b * dot (pt t) (P k (qt t)) = w :=
    congrArg (b * ·) (turn_invariants k (t * w) p q).2.2.1
  rw [hw]
  exact ⟨hd q, hd p⟩

/-- One substep of duration `t` about axis `k` on the state `(p, q)`, with `b k` standing
for `1/(4 I_k)`. -/
def substep (b : Fin 3 → ℝ) (k : Fin 3) (t : ℝ) (s : ℍ[ℝ] × ℍ[ℝ]) : ℍ[ℝ] × ℍ[ℝ] :=
  (turn k (t * (b k * dot s.1 (P k s.2))) s.1, turn k (t * (b k * dot s.1 (P k s.2))) s.2)

/-- The symmetric free-rotor step: axes 2, 1, 0, 1, 2, with half steps about 2 and 1. -/
def fullStep (b : Fin 3 → ℝ) (t : ℝ) (s : ℍ[ℝ] × ℍ[ℝ]) : ℍ[ℝ] × ℍ[ℝ] :=
  substep b 2 (t / 2) (substep b 1 (t / 2) (substep b 0 t
    (substep b 1 (t / 2) (substep b 2 (t / 2) s))))

/-- The full free-rotor step preserves the norm of `q`, the product `⟨p, q⟩`, the sum of all
`⟨p, P_j q⟩²` and each space-frame product `⟨p, e_j q⟩`, for any time step. -/
theorem fullStep_invariants (b : Fin 3 → ℝ) (t : ℝ) (s : ℍ[ℝ] × ℍ[ℝ]) :
    ‖(fullStep b t s).2‖ = ‖s.2‖ ∧
    dot (fullStep b t s).1 (fullStep b t s).2 = dot s.1 s.2 ∧
    ∑ j, (dot (fullStep b t s).1 (P j (fullStep b t s).2)) ^ 2 =
      ∑ j, (dot s.1 (P j s.2)) ^ 2 ∧
    ∀ j, dot (fullStep b t s).1 (e j * (fullStep b t s).2) = dot s.1 (e j * s.2) := by
  -- each invariant passes through the five substeps one by one
  have h1 : ∀ k r x, ‖(substep b k r x).2‖ = ‖x.2‖ :=
    fun k _ x => (turn_invariants k _ x.1 x.2).1
  have h2 : ∀ k r x, dot (substep b k r x).1 (substep b k r x).2 = dot x.1 x.2 :=
    fun k _ x => dot_turn k _ x.1 x.2
  have h3 : ∀ k r x, ∑ j, (dot (substep b k r x).1 (P j (substep b k r x).2)) ^ 2 =
      ∑ j, (dot x.1 (P j x.2)) ^ 2 :=
    fun k _ x => (turn_invariants k _ x.1 x.2).2.2.2
  have h4 : ∀ j k r x, dot (substep b k r x).1 (e j * (substep b k r x).2) =
      dot x.1 (e j * x.2) :=
    fun j k _ x => space_frame_invariant j k _ x.1 x.2
  refine ⟨?_, ?_, ?_, fun j => ?_⟩
  · simp only [fullStep, h1]
  · simp only [fullStep, h2]
  · simp only [fullStep, h3]
  · simp only [fullStep, h4]

end

end NoSquish
```

```lean
#print axioms NoSquish.norm_eq_sqrt_dot
-- 'NoSquish.norm_eq_sqrt_dot' depends on axioms: [propext, Classical.choice, Quot.sound]
#print axioms NoSquish.other_axes_rotate
-- 'NoSquish.other_axes_rotate' depends on axioms: [propext, Classical.choice, Quot.sound]
#print axioms NoSquish.turn_solves_motion
-- 'NoSquish.turn_solves_motion' depends on axioms: [propext, Classical.choice, Quot.sound]
#print axioms NoSquish.fullStep_invariants
-- 'NoSquish.fullStep_invariants' depends on axioms: [propext, Classical.choice, Quot.sound]
```

## Exact invariants of a torque-free step

`ℍ[ℝ]` is the real quaternions, `dot` the Euclidean product and `turn k z` the map R. `turn_invariants` states the four conservation laws for all p, q and z, without requiring |q| = 1 or ⟨p,q⟩ = 0. Its proof follows the derivation: `dot_turn` checks the scalar product by components, using sin²z + cos²z = 1; `P_turn` supplies the commutation; `sum_sq_eq` verifies the sum identity by direct expansion, which replaces the orthogonality argument.

`other_axes_rotate` expands components and uses the double-angle formulas. `space_frame_invariant` moves the left factor through the turn by associativity. `turn_solves_motion` starts from the equations of motion, not from the energy; `HasDerivAt` says that the turned vectors have the required derivatives at every time t. Its proof differentiates sine and cosine, uses P_k P_k = −1, and takes the constancy of w, which for b = 1/(4I_k) and |q| = 1 is half the angular velocity about axis k, from `turn_invariants`.

In `substep`, the state is the pair (p, q), and both entries get the angle computed from the incoming state. `fullStep` visits axes 2, 1, 0, 1, 2, with half steps about 2 and 1. `fullStep_invariants` carries |q|, ⟨p,q⟩, the sum of squares and all space-frame products through the five substeps, for any real coefficients `b k` and any time step. The individual body components are absent from that list, since turns about different axes mix them; for unequal moments of inertia the total rotational energy generally changes too.

The statements concern exact real arithmetic and free rotation; they do not address rounding, torque kicks, symplecticity or the order of accuracy of the full step. A large time step can therefore satisfy every invariant here and still give a poor trajectory.
